# A population q that starts at one and changes no faster than 2K√(q(1 − q)) is at least cos²(Kt) while Kt ≤ π/2

A population q(s) is a differentiable real function with values in [0, 1] and q(0) = 1, and on the interval from 0 to t its derivative satisfies q′² ≤ 4K²q(1 − q). The lemma states that q(t) ≥ cos²(Kt) when K and t are non-negative and Kt ≤ π/2. The rate bound is a hypothesis; no Hamiltonian or state vector appears in the statement. The attempt shows that, for each a strictly between 0 and 1, 2Ks − arccos(a(2q(s) − 1)) does not decrease on [0, t], then lets a tend to one and takes cosines.

In Lean, a first try:

```lean
import Mathlib

open Matrix Filter Topology

namespace CosSqLeOfRate

variable {n : Type*} [Fintype n]

variable [DecidableEq n]

/-- A population `q` in `[0, 1]` that starts at one and whose squared rate is at most
`4K² q (1 - q)` is at least `cos² (Kt)` at time `t`, for `K, t ≥ 0` and `Kt ≤ π/2`. -/
theorem cos_sq_le_of_rate {q q' : ℝ → ℝ} {K t : ℝ} (hK : 0 ≤ K) (ht : 0 ≤ t)
    (hKt : K * t ≤ Real.pi / 2) (hq : ∀ s, HasDerivAt q (q' s) s)
    (h01 : ∀ s, 0 ≤ q s ∧ q s ≤ 1) (h0 : q 0 = 1)
    (hr : ∀ s ∈ Set.Icc 0 t, q' s ^ 2 ≤ 4 * K ^ 2 * (q s * (1 - q s))) :
    Real.cos (K * t) ^ 2 ≤ q t := by
  -- scaling by `a < 1` keeps the argument of arccos away from its singular points
  have hstep : ∀ a ∈ Set.Ioo (0 : ℝ) 1,
      Real.arccos (a * (2 * q t - 1)) ≤ Real.arccos a + 2 * K * t := by
    intro a ha
    have ha2 : a ^ 2 < 1 := by nlinarith [ha.1, ha.2]
    have hw : ∀ s, (a * (2 * q s - 1)) ^ 2 < 1 := by
      intro s
      have hu : (2 * q s - 1) ^ 2 ≤ 1 := by
        nlinarith [mul_nonneg (h01 s).1 (sub_nonneg.2 (h01 s).2)]
      nlinarith [mul_le_mul_of_nonneg_left hu (sq_nonneg a)]
    have hd : ∀ s, HasDerivAt (fun s => 2 * K * s - Real.arccos (a * (2 * q s - 1)))
        (2 * K - -(1 / √(1 - (a * (2 * q s - 1)) ^ 2)) * (a * (2 * q' s))) s := by
      intro s
      have hin : HasDerivAt (fun s => a * (2 * q s - 1)) (a * (2 * q' s)) s :=
        (((hq s).const_mul 2).sub_const 1).const_mul a
      have hl : HasDerivAt (fun s : ℝ => 2 * K * s) (2 * K) s := by
        simpa using (hasDerivAt_id s).const_mul (2 * K)
      have h1 : a * (2 * q s - 1) ≠ -1 := by
        intro h
        have := hw s
        rw [h] at this
        norm_num at this
      have h2 : a * (2 * q s - 1) ≠ 1 := by
        intro h
        have := hw s
        rw [h] at this
        norm_num at this
      exact hl.fun_sub ((Real.hasDerivAt_arccos h1 h2).comp s hin)
    have hm : MonotoneOn (fun s => 2 * K * s - Real.arccos (a * (2 * q s - 1)))
        (Set.Icc 0 t) := by
      refine monotoneOn_of_deriv_nonneg (convex_Icc 0 t)
        (fun s _ => (hd s).continuousAt.continuousWithinAt)
        (fun s _ => (hd s).differentiableAt.differentiableWithinAt) (fun s hs => ?_)
      rw [(hd s).deriv]
      have hpos : 0 < 1 - (a * (2 * q s - 1)) ^ 2 := by linarith [hw s]
      have hR := Real.sqrt_pos.2 hpos
      have hR2 := Real.sq_sqrt hpos.le
      generalize √(1 - (a * (2 * q s - 1)) ^ 2) = R at hR hR2 ⊢
      have hsq : (a * (2 * q' s)) ^ 2 ≤ (2 * K * R) ^ 2 := by
        rw [mul_pow (2 * K), hR2]
        nlinarith [mul_le_mul_of_nonneg_left (hr s (interior_subset hs)) (sq_nonneg a),
          mul_nonneg (sq_nonneg K) (sub_nonneg.2 ha2.le)]
      have hlow := (abs_le_of_sq_le_sq' hsq (by positivity)).1
      have e : 1 / R * R = 1 := one_div_mul_cancel hR.ne'
      calc 0 ≤ 1 / R * (2 * K * R + a * (2 * q' s)) :=
            mul_nonneg (by positivity) (by linarith)
        _ = 2 * K - -(1 / R) * (a * (2 * q' s)) := by linear_combination 2 * K * e
    have h : 2 * K * 0 - Real.arccos (a * (2 * q 0 - 1))
        ≤ 2 * K * t - Real.arccos (a * (2 * q t - 1)) :=
      hm (Set.left_mem_Icc.2 ht) (Set.right_mem_Icc.2 ht) ht
    have e : a * (2 * 1 - 1) = a := by ring
    rw [h0, e] at h
    linarith
  -- let `a` tend to one
  have hL : Continuous fun a : ℝ => Real.arccos (a * (2 * q t - 1)) :=
    Real.continuous_arccos.comp (continuous_id.mul continuous_const)
  have hR : Continuous fun a : ℝ => Real.arccos a + 2 * K * t :=
    Real.continuous_arccos.add continuous_const
  have hev : ∀ᶠ a in 𝓝[<] (1 : ℝ),
      Real.arccos (a * (2 * q t - 1)) ≤ Real.arccos a + 2 * K * t := by
    filter_upwards [Ioo_mem_nhdsLT (zero_lt_one : (0 : ℝ) < 1)] with a ha
    exact hstep a ha
  have h1 : Real.arccos (1 * (2 * q t - 1)) ≤ Real.arccos 1 + 2 * K * t :=
    le_of_tendsto_of_tendsto ((hL.tendsto 1).mono_left nhdsWithin_le_nhds)
      ((hR.tendsto 1).mono_left nhdsWithin_le_nhds) hev
  rw [one_mul, Real.arccos_one, zero_add] at h1
  have h2 := Real.cos_le_cos_of_nonneg_of_le_pi (Real.arccos_nonneg _)
    (by linarith : 2 * K * t ≤ Real.pi) h1
  rw [Real.cos_arccos (by linarith [(h01 t).1]) (by linarith [(h01 t).2]),
    mul_assoc, Real.cos_two_mul] at h2
  linarith

end CosSqLeOfRate
```

Messages:

```
Main.lean:45:62: error: Application type mismatch: The argument
  hin
has type
  HasDerivAt (fun s => a * (2 * q s - 1)) (a * (2 * q' s)) s
but is expected to have type
  HasDerivAt (fun s => Real.arcsin (a * (2 * q s - 1))) (a * (2 * q' s)) s
in the application
  HasDerivAt.comp s ?m.682 hin
Main.lean:45:24: error: Application type mismatch: The argument
  Real.hasDerivAt_arccos h1 h2
has type
  HasDerivAt Real.arccos (-(1 / √(1 - (a * (2 * q s - 1)) ^ 2))) (a * (2 * q s - 1))
but is expected to have type
  HasDerivAt (HSub.hSub (Real.pi / 2)) (-(1 / √(1 - (a * (2 * q s - 1)) ^ 2))) (Real.arcsin (a * (2 * q s - 1)))
in the application
  HasDerivAt.comp s (Real.hasDerivAt_arccos h1 h2)
```

What went wrong. Both errors come from the one use of the chain rule, `HasDerivAt.comp`, inside `hl.fun_sub`. There Lean already expected a derivative of `fun s => Real.arccos (a * (2 * q s - 1))`, and had to split this function into an outer and an inner one. Mathlib defines `Real.arccos x` as `Real.pi / 2 - Real.arcsin x`, and Lean split it at that subtraction: the outer function became `HSub.hSub (Real.pi / 2)` and the inner one the arcsine of the argument. The first message says that `hin`, the derivative of the argument itself, does not fit that inner function; the second says that `Real.hasDerivAt_arccos h1 h2` does not fit that outer one.

The repair names both functions, `h₂ := Real.arccos` and `h := fun s => a * (2 * q s - 1)`, so the two derivatives fit. It also builds the composite first, as `hcomp`, away from the expected type that led to the wrong split. `hl.fun_sub hcomp` then gives the required derivative, since the composition unfolds to the function wanted.

Lean accepts the file once it reads:

```diff
@@ -43,5 +43,7 @@
         rw [h] at this
         norm_num at this
-      exact hl.fun_sub ((Real.hasDerivAt_arccos h1 h2).comp s hin)
+      have hcomp := HasDerivAt.comp (h₂ := Real.arccos)
+        (h := fun s => a * (2 * q s - 1)) s (Real.hasDerivAt_arccos h1 h2) hin
+      exact hl.fun_sub hcomp
     have hm : MonotoneOn (fun s => 2 * K * s - Real.arccos (a * (2 * q s - 1)))
         (Set.Icc 0 t) := by
```
